# Truncating the Chebyshev expansion of the Boltzmann factor

A system at inverse temperature $\beta>0$ has a Hamiltonian $H$ whose energies $E$ lie in a bounded window $[E_{\min},E_{\max}]$. When $H$ is a large matrix, $e^{-\beta H}$ can be applied to a vector through a polynomial in $H$, and the number of terms sets the cost. With $z=\beta(E_{\max}-E_{\min})/2$ and a tolerance $0<\varepsilon<1$ obeying $\ln(1/\varepsilon)\le z$, any number $N\ge 2\sqrt{z\ln(1/\varepsilon)}$ of Chebyshev terms reproduces $e^{-\beta(E-E_{\min})}$ within $2\varepsilon$ at every energy of the window.

## Definitions

```lean
import Mathlib

open Polynomial.Chebyshev

namespace ChebyshevBoltzmann

noncomputable section
```

The `open` line lets the Chebyshev polynomial $T_k$ be written `T ℝ k`.

```lean
/-- Modified Bessel function `I_k(z) = ∑ₘ (z/2)^(2m+k) / (m! (m+k)!)`. -/
def besselI (k : ℕ) (z : ℝ) : ℝ :=
  ∑' m : ℕ, (z / 2) ^ (2 * m + k) / ((m.factorial : ℝ) * ((m + k).factorial : ℝ))
```

For natural $k$ and real $z$ this is the modified Bessel function $I_k(z)=\sum_{m\ge0}(z/2)^{2m+k}/(m!\,(m+k)!)$. The symbol `∑'` is an infinite sum.

```lean
/-- The coefficient `c_k = (2 - δ_{k0}) (-1)^k e^{-z} I_k(z)`. -/
def chebCoeff (z : ℝ) (k : ℕ) : ℝ :=
  (if k = 0 then 1 else 2) * (-1) ^ k * (Real.exp (-z) * besselI k z)
```

The coefficients $c_k=(2-\delta_{k0})(-1)^k e^{-z}I_k(z)$ are defined by this formula, not by a projection integral.

```lean
/-- Rescaled energy `x = (2E - Emax - Emin) / (Emax - Emin)`. -/
def rescale (Emin Emax E : ℝ) : ℝ := (2 * E - Emax - Emin) / (Emax - Emin)
```

The map $x=(2E-E_{\max}-E_{\min})/(E_{\max}-E_{\min})$ sends $E_{\min}$ to $-1$ and $E_{\max}$ to $+1$.

```lean
/-- Pairs `(a, b)` of naturals labelled by `n = a - b` and `m = min a b`. -/
def pairEquiv : ℤ × ℕ ≃ ℕ × ℕ where
  toFun p := (p.2 + p.1.toNat, p.2 + (-p.1).toNat)
  invFun q := ((q.1 : ℤ) - q.2, min q.1 q.2)
  left_inv p := Prod.ext (by dsimp only; omega) (by dsimp only; omega)
  right_inv q := Prod.ext (by dsimp only; omega) (by dsimp only; omega)
```

The sign `≃` denotes a bijection. It takes $(n,m)\in\mathbb Z\times\mathbb N$ to $(a,b)=(m+n^+,\,m+(-n)^+)$, where $n^+=\max(n,0)$ is `toNat`; the inverse is $n=a-b$, $m=\min(a,b)$.

## The generating function

```lean
/-- The series defining `I_k(z)` converges for every real `z`. -/
theorem besselI_hasSum (k : ℕ) (z : ℝ) :
    HasSum (fun m : ℕ => (z / 2) ^ (2 * m + k) / ((m.factorial : ℝ) * ((m + k).factorial : ℝ)))
      (besselI k z) := by
  refine Summable.hasSum (Summable.of_norm_bounded
    (g := fun m : ℕ => |z / 2| ^ k * ((|z / 2| ^ 2) ^ m / (m.factorial : ℝ)))
    ((Real.summable_pow_div_factorial _).mul_left _) fun m => ?_)
  have h1 : (1 : ℝ) ≤ ((m + k).factorial : ℝ) := Nat.one_le_cast.mpr (Nat.factorial_pos _)
  rw [norm_div, norm_pow, Real.norm_eq_abs (z / 2), Real.norm_of_nonneg
    (by positivity : (0 : ℝ) ≤ (m.factorial : ℝ) * ((m + k).factorial : ℝ))]
  calc _ ≤ |z / 2| ^ (2 * m + k) / ((m.factorial : ℝ) * 1) := by gcongr
    _ = _ := by ring
```

`HasSum f a` says that the series with terms `f` converges, independently of order, to `a`. Lean gives a divergent `∑'` the value zero, and this theorem shows that `besselI` is the true sum. Since $(m+k)!\ge1$ (`h1`), each term is bounded by $|z/2|^k\,(|z/2|^2)^m/m!$, a multiple of an exponential series.

```lean
set_option maxHeartbeats 400000 in
/-- Generating function: `∑_{n ∈ ℤ} I_|n|(z) e^{n s} = exp (z cosh s)` for complex `s`. -/
theorem generating_function (z : ℝ) (s : ℂ) :
    HasSum (fun n : ℤ => (besselI n.natAbs z : ℂ) * Complex.exp (n * s))
      (Complex.exp (z * Complex.cosh s)) := by
  have hexp : ∀ u : ℂ, HasSum (fun a : ℕ => u ^ a / (a.factorial : ℂ)) (Complex.exp u) := by
    intro u
    rw [Complex.exp_eq_exp_ℂ]
    exact NormedSpace.expSeries_div_hasSum_exp u
  have hn : ∀ u : ℂ, Summable (fun a : ℕ => ‖u ^ a / (a.factorial : ℂ)‖) := fun u => by
    simpa [norm_div, norm_pow] using Real.summable_pow_div_factorial ‖u‖
  -- product of the two exponential series, regrouped by the difference of the indices
  have hmul : ∀ (f g : ℕ → ℂ) (a b : ℂ) (F : ℤ → ℂ), HasSum f a → HasSum g b →
      Summable (fun i => ‖f i‖) → Summable (fun i => ‖g i‖) →
      (∀ n : ℤ, HasSum (fun m : ℕ => f (m + n.toNat) * g (m + (-n).toNat)) (F n)) →
      HasSum F (a * b) := by
    intro f g a b F hf hg nf ng hF
    have h1 : Summable (fun x : ℕ × ℕ => f x.1 * g x.2) := summable_mul_of_summable_norm nf ng
    have h2 : HasSum (fun x : ℕ × ℕ => f x.1 * g x.2) (a * b) := hf.mul hg h1
    have h3 : HasSum ((fun x : ℕ × ℕ => f x.1 * g x.2) ∘ pairEquiv) (a * b) :=
      pairEquiv.hasSum_iff.2 h2
    exact h3.prod_fiberwise hF
  have hc : ∀ (f g : ℕ → ℂ) (a : ℂ), HasSum g a → (∀ m, f m = g m) → HasSum f a := by
    intro f g a h e
    obtain rfl : f = g := funext e
    exact h
  have hS : Complex.exp (z / 2 * Complex.exp s) * Complex.exp (z / 2 * Complex.exp (-s))
      = Complex.exp (z * Complex.cosh s) := by
    rw [← Complex.exp_add]; congr 1; unfold Complex.cosh; ring
  have key : ∀ a b : ℕ, ((z : ℂ) / 2 * Complex.exp s) ^ a / (a.factorial : ℂ) *
      (((z : ℂ) / 2 * Complex.exp (-s)) ^ b / (b.factorial : ℂ)) =
      ((z : ℂ) / 2) ^ (a + b) / ((a.factorial : ℂ) * (b.factorial : ℂ)) *
        Complex.exp (((a : ℂ) - b) * s) := by
    intro a b
    have : Complex.exp (((a : ℂ) - b) * s) = Complex.exp s ^ a * Complex.exp (-s) ^ b := by
      rw [← Complex.exp_nat_mul, ← Complex.exp_nat_mul, ← Complex.exp_add]; congr 1; ring
    rw [this, mul_pow, mul_pow, pow_add]; ring
  rw [← hS]
  refine hmul _ _ _ _ _ (hexp (z / 2 * Complex.exp s)) (hexp (z / 2 * Complex.exp (-s)))
    (hn (z / 2 * Complex.exp s)) (hn (z / 2 * Complex.exp (-s))) fun n => ?_
  have h := Complex.ofRealCLM.hasSum (besselI_hasSum n.natAbs z)
  simp only [Complex.ofRealCLM_apply] at h
  refine hc _ _ _ (h.mul_right (Complex.exp (n * s))) fun m => ?_
  rw [key]
  obtain ⟨k, rfl | rfl⟩ := n.eq_nat_or_neg
  · rw [show (k : ℤ).toNat = k by omega, show (-(k : ℤ)).toNat = 0 by omega,
      show (k : ℤ).natAbs = k by omega, add_zero]
    push_cast
    rw [add_sub_cancel_left]; ring
  · rw [show (-(k : ℤ)).toNat = 0 by omega, show (- -(k : ℤ)).toNat = k by omega,
      show (-(k : ℤ)).natAbs = k by omega, add_zero]
    push_cast
    rw [sub_add_cancel_left]; ring
```

For real $z$ and complex $s$, $\sum_{n\in\mathbb Z}I_{|n|}(z)\,e^{ns}=e^{z\cosh s}$; `n.natAbs` is $|n|$. By hand,
$$e^{z\cosh s}=e^{ze^{s}/2}\,e^{ze^{-s}/2}=\sum_{a,b\ge0}\frac{(z/2)^{a+b}}{a!\,b!}\,e^{(a-b)s}.$$
The first equality is `hS`, the exponential series is `hexp`, and the form of each term is `key`. The double series converges absolutely, so it may be regrouped by $n=a-b$, which `hmul` does with `pairEquiv`. At fixed $n$ one has $a+b=2m+|n|$ and $a!\,b!=m!\,(m+|n|)!$, so the sum over $m$ is $I_{|n|}(z)e^{ns}$. The two final branches check this for $n=k$ and $n=-k$.

```lean
/-- Generating function on the real axis: `∑_{n ∈ ℤ} I_|n|(z) e^{n t} = exp (z cosh t)`. -/
theorem generating_function_real (z t : ℝ) :
    HasSum (fun n : ℤ => besselI n.natAbs z * Real.exp (n * t)) (Real.exp (z * Real.cosh t)) := by
  have h : HasSum (fun n : ℤ => ((besselI n.natAbs z * Real.exp (n * t) : ℝ) : ℂ))
      ((Real.exp (z * Real.cosh t) : ℝ) : ℂ) := by
    push_cast; exact generating_function z t
  simpa only [Complex.reCLM_apply, Complex.ofReal_re] using Complex.reCLM.hasSum h
```

Setting $s=t$ real and taking the real part gives the same identity between real numbers.

## Bounds on the coefficients

```lean
/-- For `z ≥ 0` and every real `t`, `I_k(z) ≤ exp (z cosh t - k t)`. -/
theorem besselI_le_exp {z : ℝ} (hz : 0 ≤ z) (k : ℕ) (t : ℝ) :
    besselI k z ≤ Real.exp (z * Real.cosh t - k * t) := by
  have hI : ∀ j, 0 ≤ besselI j z := fun j => tsum_nonneg fun m => by positivity
  have h := le_hasSum (generating_function_real z t) (k : ℤ)
    fun j _ => mul_nonneg (hI _) (Real.exp_pos _).le
  rw [Real.exp_sub, le_div_iff₀ (Real.exp_pos _)]
  simpa only [Int.natAbs_natCast, Int.cast_natCast] using h
```

Named assumptions such as `(hz : 0 ≤ z)` stand before the colon, the claim after it. For $z\ge0$ every $I_j(z)$ is nonnegative (`hI`), so the single term $n=k$ is at most the whole sum (`le_hasSum`): $I_k(z)e^{kt}\le e^{z\cosh t}$. Dividing by $e^{kt}$ gives $I_k(z)\le e^{z\cosh t-kt}$ for every real $t$.

```lean
/-- For `|t| ≤ 1`, `cosh t - 1 ≤ t²`. -/
theorem cosh_sub_one_le_sq {t : ℝ} (ht : |t| ≤ 1) : Real.cosh t - 1 ≤ t ^ 2 := by
  have hsq : t ^ 2 ≤ 1 := by rw [← sq_abs]; exact pow_le_one₀ (abs_nonneg t) ht
  have ha : |t ^ 2 / 2| = t ^ 2 / 2 := abs_of_nonneg (by positivity)
  have h2 := Real.abs_exp_sub_one_le (x := t ^ 2 / 2) (by rw [ha]; linarith)
  linarith [Real.cosh_le_exp_half_sq t, le_abs_self (Real.exp (t ^ 2 / 2) - 1)]
```

The proof combines $\cosh t\le e^{t^2/2}$ with $|e^y-1|\le2|y|$ for $|y|\le1$ at $y=t^2/2$, which yields $\cosh t-1\le t^2$ for $|t|\le1$.

```lean
/-- Gaussian decay: for `z > 0` and `k ≤ 2z`, `e^{-z} I_k(z) ≤ exp (-k² / (4z))`. -/
theorem scaled_besselI_le_gaussian {z : ℝ} (hz : 0 < z) {k : ℕ} (hk : (k : ℝ) ≤ 2 * z) :
    Real.exp (-z) * besselI k z ≤ Real.exp (-(k : ℝ) ^ 2 / (4 * z)) := by
  obtain ⟨t, ht⟩ : ∃ t : ℝ, (k : ℝ) = 2 * z * t := ⟨k / (2 * z), by field_simp⟩
  have hk0 : (0 : ℝ) ≤ k := Nat.cast_nonneg k
  have h0 : 0 ≤ t := le_of_mul_le_mul_left (show 2 * z * 0 ≤ 2 * z * t by linarith) (by positivity)
  have h1 : t ≤ 1 := le_of_mul_le_mul_left (show 2 * z * t ≤ 2 * z * 1 by linarith) (by positivity)
  have hc := mul_le_mul_of_nonneg_left (cosh_sub_one_le_sq (abs_le.2 ⟨by linarith, h1⟩)) hz.le
  have he : -(k : ℝ) ^ 2 / (4 * z) = -(z * t ^ 2) := by
    rw [ht, div_eq_iff (by positivity : (4 * z) ≠ 0)]; ring
  refine (mul_le_mul_of_nonneg_left (besselI_le_exp hz.le k t) (Real.exp_pos _).le).trans ?_
  rw [← Real.exp_add, he, ht, Real.exp_le_exp]
  nlinarith
```

For $z>0$ and $k\le2z$, put $t=k/(2z)\in[0,1]$ (`ht`, `h0`, `h1`). Then
$$e^{-z}I_k(z)\le e^{z(\cosh t-1)-kt}\le e^{zt^2-2zt^2}=e^{-k^2/(4z)}.$$
The last inequality between exponents is closed by `nlinarith`. The restriction $k\le2z$ comes from using $\cosh t-1\le t^2$ only for $t\le1$. It is not the point where the inequality first fails, although some upper limit on $k$ cannot be dropped (see the last section). The later theorems use a tail estimate instead.

```lean
/-- If `ln (1/ε) ≤ z` and `N ≥ 2 √(z ln (1/ε))`, the tail `∑_{k ≥ N} I_k(z)` converges and
`e^{-z}` times it is at most `ε`. -/
theorem scaled_tail_le {z ε : ℝ} (hz : 0 < z) (hε : 0 < ε) (hε1 : ε < 1)
    (hLz : Real.log (1 / ε) ≤ z) {N : ℕ} (hN : 2 * √(z * Real.log (1 / ε)) ≤ N) :
    Summable (fun k => besselI (k + N) z) ∧ Real.exp (-z) * ∑' k, besselI (k + N) z ≤ ε := by
  have hI : ∀ j, 0 ≤ besselI j z := fun j => tsum_nonneg fun m => by positivity
  have hL : 0 ≤ Real.log (1 / ε) := Real.log_nonneg (by rw [le_div_iff₀ hε]; linarith)
  have hε' : Real.exp (-Real.log (1 / ε)) = ε := by
    rw [one_div, Real.log_inv, neg_neg, Real.exp_log hε]
  generalize Real.log (1 / ε) = L at hL hε' hLz hN
  -- the choice z t² = ln (1/ε)
  obtain ⟨t, ht0, ht⟩ : ∃ t : ℝ, 0 ≤ t ∧ z * t ^ 2 = L :=
    ⟨√(L / z), Real.sqrt_nonneg _, by rw [Real.sq_sqrt (div_nonneg hL hz.le)]; field_simp⟩
  have hsq : t ^ 2 ≤ 1 := le_of_mul_le_mul_left (by linarith : z * t ^ 2 ≤ z * 1) hz
  have ht1 : |t| ≤ 1 := abs_le.2 ⟨by linarith, by nlinarith⟩
  have hs : √(z * L) = z * t := by
    rw [← ht, show z * (z * t ^ 2) = (z * t) ^ 2 by ring, Real.sqrt_sq (by positivity)]
  rw [hs] at hN
  obtain ⟨G, hG, hle⟩ : ∃ G : ℕ → ℝ, HasSum G (Real.exp (z * Real.cosh t)) ∧
      ∀ n : ℕ, besselI n z * Real.exp (n * t) ≤ G n :=
    ⟨_, (generating_function_real z t).nat_add_neg_add_one, fun n => by
      simp only [Int.natAbs_natCast, Int.cast_natCast]
      exact le_add_of_nonneg_right (mul_nonneg (hI _) (Real.exp_pos _).le)⟩
  have hcmp : ∀ k, besselI (k + N) z * Real.exp (N * t) ≤ G (k + N) := fun k =>
    le_trans (mul_le_mul_of_nonneg_left (Real.exp_le_exp.2 (mul_le_mul_of_nonneg_right
      (Nat.cast_le.2 (Nat.le_add_left N k)) ht0)) (hI _)) (hle _)
  have hT := (hasSum_nat_add_iff' N).2 hG
  have hsum : Summable (fun k => besselI (k + N) z) :=
    Summable.of_nonneg_of_le (fun k => hI _) (fun k => le_trans
      (le_mul_of_one_le_right (hI _) (Real.one_le_exp (by positivity))) (hcmp k)) hT.summable
  have hb := hasSum_le hcmp (hsum.hasSum.mul_right _) hT
  have hr : 0 ≤ ∑ i ∈ Finset.range N, G i := Finset.sum_nonneg fun i _ =>
    le_trans (mul_nonneg (hI _) (Real.exp_pos _).le) (hle i)
  refine ⟨hsum, ?_⟩
  calc _ = Real.exp (-z - N * t) * ((∑' k, besselI (k + N) z) * Real.exp (N * t)) := by
        rw [Real.exp_sub]; field_simp
    _ ≤ Real.exp (-z - N * t) * Real.exp (z * Real.cosh t) :=
        mul_le_mul_of_nonneg_left (by linarith) (Real.exp_pos _).le
    _ ≤ Real.exp (-L) := by
        rw [← Real.exp_add, Real.exp_le_exp]
        nlinarith [mul_le_mul_of_nonneg_left (cosh_sub_one_le_sq ht1) hz.le,
          mul_le_mul_of_nonneg_right hN ht0]
    _ = ε := hε'
```

Write $L=\ln(1/\varepsilon)$, as `generalize` does. The sum over `k + N` is the tail $\sum_{k\ge N}I_k(z)$, and `∧` joins two claims: it converges, and $e^{-z}$ times it is at most $\varepsilon$. Choose $t=\sqrt{L/z}$, which is at most $1$ because $L\le z$. Then $\sqrt{zL}=zt$ (`hs`), so $N\ge2zt$. For $k\ge N$ one has $e^{Nt}\le e^{kt}$ (`hcmp`), hence
$$e^{Nt}\sum_{k\ge N}I_k\le\sum_{k\ge N}I_k e^{kt}\le e^{z\cosh t},\qquad e^{-z}\sum_{k\ge N}I_k\le e^{zt^2-Nt}\le e^{-zt^2}=\varepsilon .$$
The sequence `G` folds the sum over $\mathbb Z$ onto $\mathbb N$ by adding the terms $n$ and $-(n+1)$. No upper limit on $N$ is needed.

```lean
/-- If `ln (1/ε) ≤ z`, then for every degree `k ≥ 2 √(z ln (1/ε))` one has
`e^{-z} I_k(z) ≤ ε` and `|c_k| ≤ 2ε`. -/
theorem coeff_le_eps {z ε : ℝ} (hz : 0 < z) (hε : 0 < ε) (hε1 : ε < 1)
    (hLz : Real.log (1 / ε) ≤ z) {k : ℕ} (hk : 2 * √(z * Real.log (1 / ε)) ≤ k) :
    Real.exp (-z) * besselI k z ≤ ε ∧ |chebCoeff z k| ≤ 2 * ε := by
  have hI : ∀ j, 0 ≤ besselI j z := fun j => tsum_nonneg fun m => by positivity
  obtain ⟨hsum, hb⟩ := scaled_tail_le hz hε hε1 hLz hk
  have h := hsum.le_tsum 0 fun j _ => hI _
  simp only [zero_add] at h
  have h1 := (mul_le_mul_of_nonneg_left h (Real.exp_pos (-z)).le).trans hb
  have h0 := mul_nonneg (Real.exp_pos (-z)).le (hI k)
  refine ⟨h1, le_trans ?_ (by linarith : 2 * (Real.exp (-z) * besselI k z) ≤ 2 * ε)⟩
  rw [chebCoeff, abs_mul, abs_mul, abs_pow, abs_neg, abs_one, one_pow, mul_one, abs_of_nonneg h0]
  refine mul_le_mul_of_nonneg_right ?_ h0
  split_ifs <;> norm_num
```

One nonnegative term is at most the tail that starts with it (`le_tsum`), so $e^{-z}I_k(z)\le\varepsilon$ for every $k\ge2\sqrt{zL}$. The prefactor $2-\delta_{k0}$ makes the bound on the coefficient itself $|c_k|\le2\varepsilon$.

## The expansion and its truncation

```lean
/-- Chebyshev expansion: `exp (-z (1 + x)) = ∑ₖ c_k T_k(x)` for `x ∈ [-1, 1]`. -/
theorem chebyshev_expansion (z : ℝ) {x : ℝ} (hx : x ∈ Set.Icc (-1 : ℝ) 1) :
    HasSum (fun k : ℕ => chebCoeff z k * (T ℝ k).eval x) (Real.exp (-z * (1 + x))) := by
  obtain ⟨θ, rfl⟩ : ∃ θ, Real.cos θ = x := ⟨_, Real.cos_arccos hx.1 hx.2⟩
  have hpar : ∀ k, besselI k (-z) = (-1) ^ k * besselI k z := fun k => by
    unfold besselI
    rw [← tsum_mul_left]
    refine tsum_congr fun m => ?_
    rw [neg_div, neg_pow (z / 2), pow_add (-1 : ℝ), pow_mul (-1 : ℝ), neg_one_sq, one_pow]
    ring
  have hre : ∀ (r : ℝ) (n : ℤ),
      ((r : ℂ) * Complex.exp (n * (θ * Complex.I))).re = r * Real.cos (n * θ) := fun r n => by
    rw [← mul_assoc, Complex.re_ofReal_mul, ← Complex.ofReal_intCast, ← Complex.ofReal_mul,
      Complex.exp_ofReal_mul_I_re]
  -- real part of the generating function at s = iθ
  have h1 := Complex.reCLM.hasSum (generating_function (-z) (θ * Complex.I))
  simp only [Complex.reCLM_apply, hre] at h1
  rw [Complex.cosh_mul_I, ← Complex.ofReal_cos, ← Complex.ofReal_mul, Complex.exp_ofReal_re] at h1
  have hc : ∀ (f g : ℕ → ℝ) (a b : ℝ), HasSum g b → (∀ m, f m = g m) → a = b → HasSum f a := by
    intro f g a b h e e'
    obtain rfl : f = g := funext e
    rw [e']; exact h
  have h2 := (h1.nat_add_neg.sub (hasSum_ite_eq (0 : ℕ) (besselI 0 (-z)))).mul_left
    (Real.exp (-z))
  refine hc _ _ _ _ h2 (fun k => ?_) ?_
  · simp only [T_real_cos, chebCoeff, Int.natAbs_neg, Int.natAbs_natCast, hpar, Int.cast_neg,
      neg_mul, Real.cos_neg]
    split_ifs with hk
    · subst hk; simp
    · ring
  · rw [mul_add, Real.exp_add]; simp
```

For any real $z$ and $x$ in `Set.Icc (-1 : ℝ) 1`, the closed interval $[-1,1]$, $\sum_{k\ge0}c_kT_k(x)=e^{-z(1+x)}$. Write $x=\cos\theta$, and use the generating function at $-z$ and $s=i\theta$, where $\cosh i\theta=\cos\theta$. Its real part (`h1`) is $\sum_{n\in\mathbb Z}I_{|n|}(-z)\cos n\theta=e^{-z\cos\theta}$. The parity $I_k(-z)=(-1)^kI_k(z)$ is `hpar`. Adding the terms $k$ and $-k$ (`nat_add_neg`) counts $k=0$ twice, so one copy is subtracted, which produces $2-\delta_{k0}$. Multiplying by $e^{-z}$ and using $T_k(\cos\theta)=\cos k\theta$ (`T_real_cos`) finishes.

```lean
/-- With `z = β (Emax - Emin) / 2`, `ln (1/ε) ≤ z` and `N ≥ 2 √(z ln (1/ε))`, the Chebyshev sum
over degrees below `N` reproduces the Boltzmann factor `exp (-β (E - Emin))` within `2ε` at every
energy `E` of the window `[Emin, Emax]`. -/
theorem boltzmann_truncation {β Emin Emax E z ε : ℝ} (hβ : 0 < β) (hw : Emin < Emax)
    (hE : E ∈ Set.Icc Emin Emax) (hz : z = β * (Emax - Emin) / 2) (hε : 0 < ε) (hε1 : ε < 1)
    (hLz : Real.log (1 / ε) ≤ z) {N : ℕ} (hN : 2 * √(z * Real.log (1 / ε)) ≤ N) :
    |Real.exp (-β * (E - Emin)) -
      ∑ k ∈ Finset.range N, chebCoeff z k * (T ℝ k).eval (rescale Emin Emax E)| ≤ 2 * ε := by
  have hd : 0 < Emax - Emin := sub_pos.2 hw
  have hz0 : 0 < z := by rw [hz]; positivity
  have hI : ∀ j, 0 ≤ besselI j z := fun j => tsum_nonneg fun m => by positivity
  have hx : rescale Emin Emax E ∈ Set.Icc (-1 : ℝ) 1 :=
    ⟨(le_div_iff₀ hd).2 (by linarith [hE.1]), (div_le_iff₀ hd).2 (by linarith [hE.2])⟩
  have hxd : rescale Emin Emax E * (Emax - Emin) = 2 * E - Emax - Emin :=
    div_mul_cancel₀ _ hd.ne'
  have he : -β * (E - Emin) = -z * (1 + rescale Emin Emax E) := by
    rw [hz]; linear_combination (β / 2) * hxd
  obtain ⟨hsum, hb⟩ := scaled_tail_le hz0 hε hε1 hLz hN
  -- the error is the tail of the series, and |T_k| ≤ 1 on [-1, 1]
  have hT := (hasSum_nat_add_iff' N).2 (chebyshev_expansion z hx)
  rw [he, ← hT.tsum_eq, ← Real.norm_eq_abs]
  refine (tsum_of_norm_bounded (hsum.hasSum.mul_left (2 * Real.exp (-z))) fun k => ?_).trans
    (by linarith)
  have h0 := mul_nonneg (Real.exp_pos (-z)).le (hI (k + N))
  have hc : |chebCoeff z (k + N)| ≤ 2 * (Real.exp (-z) * besselI (k + N) z) := by
    rw [chebCoeff, abs_mul, abs_mul, abs_pow, abs_neg, abs_one, one_pow, mul_one,
      abs_of_nonneg h0]
    refine mul_le_mul_of_nonneg_right ?_ h0
    split_ifs <;> norm_num
  have h1 : ∀ n : ℤ, |(T ℝ n).eval (rescale Emin Emax E)| ≤ 1 := fun n => by
    rw [← Real.cos_arccos hx.1 hx.2, T_real_cos]; exact Real.abs_cos_le_one _
  rw [Real.norm_eq_abs, abs_mul, mul_assoc]
  exact (mul_le_of_le_one_right (abs_nonneg _) (h1 _)).trans hc

end

end ChebyshevBoltzmann
```

`Finset.range N` runs over $k=0,\dots,N-1$, so the approximant has degree at most $N-1$; the hypotheses force $N\ge1$. The claim is
$$\Big|e^{-\beta(E-E_{\min})}-\sum_{k<N}c_kT_k(x)\Big|\le2\varepsilon .$$
The rescaled energy lies in $[-1,1]$ (`hx`), and $\beta(E-E_{\min})=z(1+x)$ (`he`). The error is therefore the tail $\sum_{k\ge N}c_kT_k(x)$ (`hT`). With $|T_k(x)|\le1$ (`h1`) and $|c_k|\le2e^{-z}I_k$ (`hc`), its size is at most $2e^{-z}\sum_{k\ge N}I_k\le2\varepsilon$.

```lean
#print axioms ChebyshevBoltzmann.scaled_besselI_le_gaussian
-- 'ChebyshevBoltzmann.scaled_besselI_le_gaussian' depends on axioms: [propext, Classical.choice, Quot.sound]
#print axioms ChebyshevBoltzmann.coeff_le_eps
-- 'ChebyshevBoltzmann.coeff_le_eps' depends on axioms: [propext, Classical.choice, Quot.sound]
#print axioms ChebyshevBoltzmann.boltzmann_truncation
-- 'ChebyshevBoltzmann.boltzmann_truncation' depends on axioms: [propext, Classical.choice, Quot.sound]
```

## Scope, a counter-example, and use in code

The Hamiltonian enters only through one real energy in a window that is assumed, not derived. The error is absolute and refers to the factor shifted by $E_{\min}$, which equals $1$ at the bottom of the window and $e^{-2z}$ at the top. Since `hLz` means $\varepsilon\ge e^{-z}$, the bound gives no relative accuracy near $E_{\max}$. The numerical examples and the passage to matrices below are argued on paper and are not theorems in the file.

Without `hLz` the truncation bound fails. Take $z=1/20$ and $\varepsilon=e^{-5}\approx0.0067$, so that $2\sqrt{zL}=1$ and $N=1$ is allowed. The approximant is the constant $c_0=e^{-z}I_0(z)\approx0.952$, while the factor at $E_{\min}$ is $1$. The error $0.048$ exceeds $2\varepsilon\approx0.013$. The same numbers break the Gaussian bound without `hk`: for $k=1>2z$, $e^{-z}I_1(z)\ge e^{-z}z/2\approx0.024$, above $e^{-1/(4z)}=e^{-5}$.

For a finite Hermitian matrix $H$ with all eigenvalues in the window, the bound holds on each eigenvector and so limits the error of the imaginary-time propagator $e^{-\beta(H-E_{\min})}$ applied to a unit vector to $2\varepsilon$. A program forms $X=(2H-E_{\max}-E_{\min})/(E_{\max}-E_{\min})$, starts from $v_0=v$ for the given vector $v$ and, when $N\ge2$, $v_1=Xv$, iterates $v_{k+1}=2Xv_k-v_{k-1}$, and accumulates $\sum_{k<N}c_kv_k$ with $N-1$ matrix–vector products. The product $e^{-z}I_k(z)$ is best evaluated as one scaled function, because $I_k(z)$ alone overflows at large $z$. For $z=100$ and $\varepsilon=e^{-9}$, $N=60$ suffices, and at fixed $\varepsilon$ and window the sufficient $N$ grows as $\sqrt\beta$.
